# How a symmetric pair interaction couples one- and two-particle Green's functions for finitely many fermionic modes

If the interaction is left out of the equation of motion for the one-particle Green's function $G$, the equation closes on itself and describes independent electrons. The commutator of an annihilation operator with a symmetric pair interaction gives two equal terms; if only one of them is kept, the interaction enters at half strength. The problems below derive the full coupling term for finitely many modes and a two-index interaction. Hedin's equations express the coupling term through the Hartree potential and a self-energy, and the $GW$ approximation replaces that self-energy by an approximate one.

Let $p,q,r$ label the modes, with $\hbar=1$, $[X,Y]=XY-YX$ and $\{X,Y\}=XY+YX$. The operators live in an abstract algebra `A`, whose `star` is the adjoint $\dagger$.

```lean
import Mathlib

open Complex (I)

namespace HedinEquationOfMotion

noncomputable section

section Algebraic

variable {ι A : Type*} [Fintype ι] [DecidableEq ι] [Ring A] [StarRing A]
```

The annihilation operators $a_p$ satisfy $\{a_p,a_q\}=0$ and $\{a_p,a_q^\dagger\}=\delta_{pq}$. The relation between two creation operators follows by taking adjoints.

```lean
/-- The canonical anticommutation relations for annihilation operators `a p`, with creation
operators `star (a p)`. -/
structure IsCAR {ι A : Type*} [DecidableEq ι] [Ring A] [StarRing A] (a : ι → A) : Prop where
  anti : ∀ p q, a p * a q + a q * a p = 0
  mixed : ∀ p q, a p * star (a q) + star (a q) * a p = if p = q then 1 else 0
```

The Hamiltonian is $H=H_1+V$, with one-body part $H_1=\sum_{pq}h_{pq}a_p^\dagger a_q$.

```lean
/-- The one-body energy `∑ h_pq a_p† a_q`. -/
def oneBody [Algebra ℂ A] (h : ι → ι → ℂ) (a : ι → A) : A :=
  ∑ p, ∑ q, h p q • (star (a p) * a q)
```

The interaction is $V=\tfrac12\sum_{pq}v_{pq}a_p^\dagger a_q^\dagger a_q a_p$, as for density-density repulsion between sites; general four-index Coulomb integrals are not covered.

```lean
/-- The pair interaction `½ ∑ v_pq a_p† a_q† a_q a_p`. -/
def interaction [Algebra ℂ A] (v : ι → ι → ℂ) (a : ι → A) : A :=
  (1 / 2 : ℂ) • ∑ p, ∑ q, v p q • (star (a p) * star (a q) * a q * a p)
```

The coefficients $h$ and $v$ may be any complex numbers. Hermiticity is never assumed, and symmetry of $v$, which expresses that the interaction does not distinguish the two partners, is assumed in (c), (d) and (h). The identity in (d) also holds without it, but the proof given there uses (c).

```lean
/-- The many-electron Hamiltonian: one-body energy plus pair interaction. -/
def hamiltonian [Algebra ℂ A] (h v : ι → ι → ℂ) (a : ι → A) : A :=
  oneBody h a + interaction v a
```

## (a) Commutator with a hopping term

Show that
$$[a_p,a_q^\dagger a_r]=\delta_{pq}a_r.$$

**Solution.** Add and subtract $a_q^\dagger a_p a_r$:
$$[a_p,a_q^\dagger a_r]=\{a_p,a_q^\dagger\}a_r-a_q^\dagger\{a_p,a_r\}=\delta_{pq}a_r.$$
In the proof, `noncomm_ring` checks the regrouping, and `hc` supplies the anticommutators.

```lean
omit [Fintype ι] in
/-- For a CAR family, the commutator of `a_p` with the hopping term `a_q† a_r` is
`δ_pq a_r`. -/
theorem comm_hopping {a : ι → A} (hc : IsCAR a) (p q r : ι) :
    a p * (star (a q) * a r) - star (a q) * a r * a p = if p = q then a r else 0 := by
  have e : a p * (star (a q) * a r) - star (a q) * a r * a p
      = (a p * star (a q) + star (a q) * a p) * a r
        - star (a q) * (a p * a r + a r * a p) := by noncomm_ring
  rw [e, hc.mixed, hc.anti]
  split_ifs <;> simp
```

## (b) Commutator with a pair term

Show that
$$[a_p,a_q^\dagger a_r^\dagger a_r a_q]=\delta_{pq}a_r^\dagger a_r a_q+\delta_{pr}a_q^\dagger a_q a_r.$$

**Solution.** Moving $a_p$ through the four factors gives
$$\{a_p,a_q^\dagger\}a_r^\dagger a_r a_q-a_q^\dagger\{a_p,a_r^\dagger\}a_r a_q+a_q^\dagger a_r^\dagger\{a_p,a_r\}a_q-a_q^\dagger a_r^\dagger a_r\{a_p,a_q\}.$$
The last two terms vanish. In the second, $a_r a_q=-a_q a_r$ (the step `s`) turns the minus sign into a plus.

```lean
omit [Fintype ι] in
/-- For a CAR family, the commutator of `a_p` with the pair term `a_q† a_r† a_r a_q` is
`δ_pq a_r† a_r a_q + δ_pr a_q† a_q a_r`. -/
theorem comm_pair {a : ι → A} (hc : IsCAR a) (p q r : ι) :
    a p * (star (a q) * star (a r) * a r * a q) - star (a q) * star (a r) * a r * a q * a p
      = (if p = q then star (a r) * a r * a q else 0)
        + (if p = r then star (a q) * a q * a r else 0) := by
  -- move `a p` to the right through the four factors
  have e : a p * (star (a q) * star (a r) * a r * a q)
        - star (a q) * star (a r) * a r * a q * a p
      = (a p * star (a q) + star (a q) * a p) * (star (a r) * a r * a q)
        - star (a q) * (a p * star (a r) + star (a r) * a p) * (a r * a q)
        + star (a q) * star (a r) * (a p * a r + a r * a p) * a q
        - star (a q) * star (a r) * a r * (a p * a q + a q * a p) := by noncomm_ring
  have s : a r * a q = -(a q * a r) := eq_neg_of_add_eq_zero_left (hc.anti r q)
  rw [e, hc.mixed, hc.mixed, hc.anti, hc.anti]
  split_ifs <;> simp [mul_assoc, s]
```

## (c) Commutator with the Hamiltonian

For $v_{pq}=v_{qp}$, show that
$$[a_p,H]=\sum_q h_{pq}a_q+\sum_q v_{pq}a_q^\dagger a_q a_p.$$

**Solution.** By (a), $[a_p,H_1]=\sum_{qr}h_{qr}\delta_{pq}a_r=\sum_r h_{pr}a_r$. By (b),
$$[a_p,V]=\tfrac12\sum_r v_{pr}a_r^\dagger a_r a_p+\tfrac12\sum_q v_{qp}a_q^\dagger a_q a_p.$$
Symmetry makes the two sums equal, which cancels the factor $\tfrac12$. They are `c1` and `c2` in the proof. The comment there calls them contractions because $a_p$ is paired with one or the other creation operator; they are not the Hartree and exchange terms.

```lean
/-- For a CAR family and symmetric `v`, the commutator of `a_p` with the Hamiltonian is
`∑ h_pq a_q + ∑ v_pq a_q† a_q a_p`. -/
theorem comm_hamiltonian [Algebra ℂ A] {a : ι → A} (hc : IsCAR a) (h v : ι → ι → ℂ)
    (hv : ∀ p q, v p q = v q p) (p : ι) :
    a p * hamiltonian h v a - hamiltonian h v a * a p
      = ∑ q, h p q • a q + ∑ q, v p q • (star (a q) * a q * a p) := by
  have one : a p * oneBody h a - oneBody h a * a p = ∑ q, h p q • a q := by
    simp only [oneBody, Finset.mul_sum, Finset.sum_mul, mul_smul_comm, smul_mul_assoc,
      ← Finset.sum_sub_distrib, ← smul_sub, comm_hopping hc]
    rw [Finset.sum_comm]
    simp
  -- the two contractions of the interaction agree because `v` is symmetric
  have c1 : ∑ q, ∑ r, v q r • (if p = q then star (a r) * a r * a q else 0)
      = ∑ q, v p q • (star (a q) * a q * a p) := by
    rw [Finset.sum_comm]
    simp
  have c2 : ∑ q, ∑ r, v q r • (if p = r then star (a q) * a q * a r else 0)
      = ∑ q, v p q • (star (a q) * a q * a p) := by
    refine Finset.sum_congr rfl fun q _ => ?_
    rw [hv p q]
    simp
  have two : a p * interaction v a - interaction v a * a p
      = ∑ q, v p q • (star (a q) * a q * a p) := by
    simp only [interaction, Finset.mul_sum, Finset.sum_mul, mul_smul_comm, smul_mul_assoc,
      ← Finset.sum_sub_distrib, ← smul_sub, comm_pair hc]
    simp only [smul_add, Finset.sum_add_distrib]
    rw [← smul_add, c1, c2]
    module
  rw [← one, ← two, hamiltonian]
  noncomm_ring
```

## (d) The energy operator from commutators

For symmetric $v$, show that
$$H=\tfrac12\Big(H_1+\sum_p a_p^\dagger[a_p,H]\Big).$$

**Solution.** Multiply (c) by $a_p^\dagger$ from the left and sum over $p$:
$$\sum_p a_p^\dagger[a_p,H]=H_1+\sum_{pq}v_{pq}a_p^\dagger a_q^\dagger a_q a_p=H_1+2V.$$
Adding $H_1$ and halving gives $H$. This is an operator identity; the Galitskii–Migdal energy formula is its expectation value written through $G$.

```lean
/-- Galitskii–Migdal identity in operator form: for a CAR family and symmetric `v`,
`H = ½ (∑ h_pq a_p† a_q + ∑ a_p† [a_p, H])`. -/
theorem galitskii_migdal [Algebra ℂ A] {a : ι → A} (hc : IsCAR a) (h v : ι → ι → ℂ)
    (hv : ∀ p q, v p q = v q p) :
    hamiltonian h v a = (1 / 2 : ℂ) • (oneBody h a
      + ∑ p, star (a p) * (a p * hamiltonian h v a - hamiltonian h v a * a p)) := by
  simp only [comm_hamiltonian hc h v hv]
  simp only [hamiltonian, oneBody, interaction, mul_add, Finset.mul_sum, mul_smul_comm,
    Finset.sum_add_distrib, ← mul_assoc]
  module
```

## (e) Two explicit modes

Number the modes $0,1$ and order the states $|00\rangle,|01\rangle,|10\rangle,|11\rangle$.

```lean
/-- Two fermionic modes on the four occupation states `00, 01, 10, 11`. -/
def twoModes : Fin 2 → Matrix (Fin 4) (Fin 4) ℂ :=
  ![!![0, 0, 1, 0; 0, 0, 0, 1; 0, 0, 0, 0; 0, 0, 0, 0],
    !![0, 1, 0, 0; 0, 0, 0, 0; 0, 0, 0, -1; 0, 0, 0, 0]]
```

Show that these matrices satisfy
$$\{a_p,a_q\}=0,\qquad \{a_p,a_q^\dagger\}=\delta_{pq}\mathbb 1.$$

**Solution.** Each $a_p$ squares to zero, and $a_pa_p^\dagger$ and $a_p^\dagger a_p$ project onto mode $p$ empty and filled, so they sum to $\mathbb 1$. For different modes the sign in $a_1|11\rangle=-|10\rangle$ matters:
$$a_0a_1|11\rangle=-|00\rangle=-a_1a_0|11\rangle,\qquad a_0a_1^\dagger|10\rangle=-|01\rangle=-a_1^\dagger a_0|10\rangle.$$
On the other basis states these products vanish, and the remaining mixed relation is an adjoint. The proof checks every matrix entry.

```lean
/-- The explicit matrices `twoModes` obey the canonical anticommutation relations. -/
theorem isCAR_witness : IsCAR twoModes := by
  -- expand products and adjoints into entries before inserting the numbers
  constructor <;> intro p q <;> ext i j <;>
    simp only [Matrix.add_apply, Matrix.mul_apply, Matrix.star_apply, Fin.sum_univ_four] <;>
    fin_cases p <;> fin_cases q <;> fin_cases i <;> fin_cases j <;> simp [twoModes]

end Algebraic
```

## (f) Evolution of a product

Let `A` now be a complete normed algebra, so that $H$ is bounded, and set $X(t)=e^{itH}Xe^{-itH}$.

```lean
section Dynamics

variable {ι A : Type*} [Fintype ι] [DecidableEq ι]
  [NormedRing A] [NormedAlgebra ℂ A] [CompleteSpace A] [StarRing A]

/-- The Heisenberg operator `X(t) = exp(itH) X exp(-itH)`. -/
def heis {A : Type*} [NormedRing A] [NormedAlgebra ℂ A] (H X : A) (t : ℝ) : A :=
  NormedSpace.exp (t • (I • H)) * X * NormedSpace.exp (-(t • (I • H)))
```

For a continuous linear functional $\varphi$, such as a ground-state or thermal average, define $G^>_{pq}(t)=-i\varphi(a_p(t)a_q^\dagger)$.

```lean
/-- The greater Green's function `-i φ(a_p(t) a_q†)`. -/
def greater (φ : A →L[ℂ] ℂ) (H : A) (a : ι → A) (p q : ι) (t : ℝ) : ℂ :=
  -I * φ (heis H (a p) t * star (a q))
```

The lesser function is $G^<_{pq}(t)=i\varphi(a_q^\dagger a_p(t))$.

```lean
/-- The lesser Green's function `i φ(a_q† a_p(t))`. -/
def lesser (φ : A →L[ℂ] ℂ) (H : A) (a : ι → A) (p q : ι) (t : ℝ) : ℂ :=
  I * φ (star (a q) * heis H (a p) t)
```

The two-particle functions have three operators at time $t$ and one at time $0$. They keep the prefactors $\mp i$ of $G^>$ and $G^<$:
$$G^{>}_{2,prq}(t)=-i\varphi(a_r^\dagger(t)a_r(t)a_p(t)a_q^\dagger).$$

```lean
/-- The greater two-particle function `-i φ(a_r†(t) a_r(t) a_p(t) a_q†)`. -/
def greater₂ (φ : A →L[ℂ] ℂ) (H : A) (a : ι → A) (p r q : ι) (t : ℝ) : ℂ :=
  -I * φ (heis H (star (a r)) t * heis H (a r) t * heis H (a p) t * star (a q))
```

Likewise $G^{<}_{2,prq}(t)=i\varphi(a_q^\dagger a_r^\dagger(t)a_r(t)a_p(t))$. Here $a_r^\dagger(t)$ is the evolved $a_r^\dagger$.

```lean
/-- The lesser two-particle function `i φ(a_q† a_r†(t) a_r(t) a_p(t))`. -/
def lesser₂ (φ : A →L[ℂ] ℂ) (H : A) (a : ι → A) (p r q : ι) (t : ℝ) : ℂ :=
  I * φ (star (a q) * (heis H (star (a r)) t * heis H (a r) t * heis H (a p) t))
```

Show that
$$(XY)(t)=X(t)Y(t).$$

**Solution.** Insert $e^{-itH}e^{itH}=1$, the step `e`, between $X$ and $Y$.

```lean
omit [StarRing A] in
/-- Heisenberg evolution of a product is the product of the evolved operators. -/
theorem heis_mul (H X Y : A) (t : ℝ) : heis H (X * Y) t = heis H X t * heis H Y t := by
  let : NormedAlgebra ℚ A := NormedAlgebra.restrictScalars ℚ ℂ A
  have e : NormedSpace.exp (-(t • (I • H))) * NormedSpace.exp (t • (I • H)) = 1 := by
    rw [← NormedSpace.exp_add_of_commute (Commute.refl (t • (I • H))).neg_left,
      neg_add_cancel, NormedSpace.exp_zero]
  simp only [heis, mul_assoc]
  rw [← mul_assoc (NormedSpace.exp (-(t • (I • H)))) (NormedSpace.exp (t • (I • H))), e,
    one_mul]
```

## (g) Heisenberg's equation

Show that
$$i\frac{dX(t)}{dt}=[X,H](t).$$

**Solution.** The product rule gives
$$\frac{dX(t)}{dt}=e^{itH}(iHX-iXH)e^{-itH}=-i[X,H](t).$$
`h1` and `h2` differentiate the two exponentials.

```lean
omit [StarRing A] in
/-- Heisenberg's equation of motion: `i dX(t)/dt = [X, H](t)`. -/
theorem heis_hasDerivAt (H X : A) (t : ℝ) :
    HasDerivAt (heis H X) ((-I) • heis H (X * H - H * X) t) t := by
  have h1 := hasDerivAt_exp_smul_const (I • H) t
  have h2 : HasDerivAt (fun s : ℝ => NormedSpace.exp (-(s • (I • H))))
      (-(I • H) * NormedSpace.exp (-(t • (I • H)))) t := by
    simpa only [smul_neg] using hasDerivAt_exp_smul_const' (-(I • H)) t
  refine ((h1.mul_const X).fun_mul h2).congr_deriv ?_
  simp only [heis, mul_sub, sub_mul, neg_mul, mul_neg, smul_mul_assoc, mul_smul_comm,
    mul_assoc, neg_smul, smul_sub]
  abel
```

## (h) The coupled equation for $G$

For symmetric $v$, show that both the greater and the lesser functions obey
$$i\frac{dG_{pq}}{dt}=\sum_r h_{pr}G_{rq}+\sum_r v_{pr}G_{2,prq}.$$

**Solution.** By (c), (f) and (g),
$$i\frac{da_p(t)}{dt}=\sum_r h_{pr}a_r(t)+\sum_r v_{pr}a_r^\dagger(t)a_r(t)a_p(t).$$
Multiply by $a_q^\dagger$ from the right and apply $-i\varphi$ for $G^>$; multiply from the left and apply $i\varphi$ for $G^<$. Continuity lets $\varphi$ pass through the derivative. The Lean statement has the equation solved for $dG_{pq}/dt$.

```lean
/-- For a CAR family, symmetric `v` and a continuous linear functional `φ`, both Green's
functions obey `i dG_pq/dt = ∑ h_pr G_rq + ∑ v_pr G2_prq`, with `G2` the two-particle function. -/
theorem green_equation_of_motion {a : ι → A} (hc : IsCAR a) (h v : ι → ι → ℂ)
    (hv : ∀ p q, v p q = v q p) (φ : A →L[ℂ] ℂ) (p q : ι) (t : ℝ) :
    HasDerivAt (greater φ (hamiltonian h v a) a p q)
      (-I * (∑ r, h p r * greater φ (hamiltonian h v a) a r q t
        + ∑ r, v p r * greater₂ φ (hamiltonian h v a) a p r q t)) t ∧
    HasDerivAt (lesser φ (hamiltonian h v a) a p q)
      (-I * (∑ r, h p r * lesser φ (hamiltonian h v a) a r q t
        + ∑ r, v p r * lesser₂ φ (hamiltonian h v a) a p r q t)) t := by
  have d := heis_hasDerivAt (hamiltonian h v a) (a p) t
  rw [comm_hamiltonian hc h v hv] at d
  generalize hamiltonian h v a = H at d ⊢
  -- evolve the commutator term by term
  have e : heis H (∑ r, h p r • a r + ∑ r, v p r • (star (a r) * a r * a p)) t
      = ∑ r, h p r • heis H (a r) t
        + ∑ r, v p r • (heis H (star (a r)) t * heis H (a r) t * heis H (a p) t) := by
    simp only [← heis_mul]
    simp only [heis, mul_add, add_mul, Finset.mul_sum, Finset.sum_mul, mul_smul_comm,
      smul_mul_assoc]
  rw [e] at d
  constructor
  · refine HasDerivAt.congr_deriv (((φ.restrictScalars ℝ).hasFDerivAt.comp_hasDerivAt t
      (d.mul_const (star (a q)))).const_mul (-I)) ?_
    simp only [ContinuousLinearMap.coe_restrictScalars', greater, greater₂, smul_mul_assoc,
      add_mul, Finset.sum_mul, map_smul, map_add, map_sum, smul_eq_mul, mul_add,
      Finset.mul_sum]
    congr 1 <;> refine Finset.sum_congr rfl fun r _ => ?_ <;> ring
  · refine HasDerivAt.congr_deriv (((φ.restrictScalars ℝ).hasFDerivAt.comp_hasDerivAt t
      (d.const_mul (star (a q)))).const_mul I) ?_
    simp only [ContinuousLinearMap.coe_restrictScalars', lesser, lesser₂, mul_smul_comm,
      mul_add, Finset.mul_sum, map_smul, map_add, map_sum, smul_eq_mul]
    congr 1 <;> refine Finset.sum_congr rfl fun r _ => ?_ <;> ring
```

## (i) The jump at equal times

For $\varphi(1)=1$, the normalisation of an average, show that
$$G^>_{pq}(0)-G^<_{pq}(0)=-i\delta_{pq}.$$

**Solution.** Since $a_p(0)=a_p$, the difference is $-i\varphi(\{a_p,a_q^\dagger\})=-i\delta_{pq}\varphi(1)$. In the usual time-ordered equation, which is not formalised here, this jump produces the delta-function source.

```lean
omit [Fintype ι] [CompleteSpace A] in
/-- For a CAR family and a functional with `φ(1) = 1`, the greater and lesser Green's
functions differ at equal times by `-i δ_pq`. -/
theorem equal_time_jump {a : ι → A} (hc : IsCAR a) (H : A) (φ : A →L[ℂ] ℂ)
    (hφ : φ 1 = 1) (p q : ι) :
    greater φ H a p q 0 - lesser φ H a p q 0 = -I * (if p = q then 1 else 0) := by
  have e : heis H (a p) 0 = a p := by simp [heis, NormedSpace.exp_zero]
  have m : φ (a p * star (a q)) + φ (star (a q) * a p) = if p = q then 1 else 0 := by
    rw [← map_add, hc.mixed]
    split_ifs <;> simp [hφ]
  rw [greater, lesser, e, ← m]
  ring

end Dynamics

end

end HedinEquationOfMotion
```

```lean
#print axioms HedinEquationOfMotion.galitskii_migdal
-- 'HedinEquationOfMotion.galitskii_migdal' depends on axioms: [propext, Classical.choice, Quot.sound]
#print axioms HedinEquationOfMotion.green_equation_of_motion
-- 'HedinEquationOfMotion.green_equation_of_motion' depends on axioms: [propext, Classical.choice, Quot.sound]
#print axioms HedinEquationOfMotion.equal_time_jump
-- 'HedinEquationOfMotion.equal_time_jump' depends on axioms: [propext, Classical.choice, Quot.sound]
```
